# The spin-orbit average in a spherical electron cloud lies between its fully screened and bare nuclear values

Let $\rho(r)$ be the radial density of an electron cloud, with the factor $4\pi r^2$ already included, so that $\int_0^\infty\rho\,ds=N$ is the number of electrons. The charge enclosed within radius $r$ is $Q(r)=\int_0^r\rho\,ds$, and the shells outside $r$ contribute $U(r)=\int_r^\infty\rho(s)/s\,ds$. In atomic units, an electron in the field of this cloud and a point nucleus of charge $Z$ has potential energy

$$V(r)=-\frac{Z}{r}+\frac{Q(r)}{r}+U(r).$$

Let $w(r)$ be the radial density of an orbital, $r^2\phi(r)^2$ for a real radial function $\phi(r)$. Write

$$I=\int_0^\infty\frac{w}{r^3}\,dr,\qquad A=\int_0^\infty w\,\frac{V'}{r}\,dr .$$

If $\int w\,dr=1$, these are the expectation values $\langle r^{-3}\rangle$ and $\langle V'/r\rangle$. For any other finite, positive norm, divide both by $\int w\,dr$. Whenever $I$ is finite, the result is $(Z-N)I\le A\le ZI$.

```lean
import Mathlib

open MeasureTheory Set

namespace SpinOrbitMeanField

noncomputable section
```

The assumptions on the cloud and on the orbital are collected in two structures. They constrain the functions only at $r>0$.

```lean
/-- A radial electron density: nonnegative, continuous and integrable on `r > 0`. -/
structure IsElectronCloud (ρ : ℝ → ℝ) : Prop where
  nonneg : ∀ r, 0 < r → 0 ≤ ρ r
  cont : ContinuousOn ρ (Ioi 0)
  integrable : IntegrableOn ρ (Ioi 0)

/-- A radial orbital density, not necessarily normalised: nonnegative on `r > 0`,
with a finite integral against `r⁻³`. -/
structure IsOrbitalDensity (w : ℝ → ℝ) : Prop where
  nonneg : ∀ r, 0 < r → 0 ≤ w r
  finite : IntegrableOn (fun r => w r / r ^ 3) (Ioi 0)
```

The remaining definitions are $N$, $Q$, $U$, $V$, $I$ and $A$, in that order. `spinOrbitAverage` contains the actual derivative `deriv (potential Z ρ)`, so the formula for $V'$ has to be proved. Lean sets `deriv` to zero where a function is not differentiable, and the proof therefore establishes differentiability first.

```lean
/-- The number of electrons in the cloud. -/
def totalCharge (ρ : ℝ → ℝ) : ℝ := ∫ s in Ioi 0, ρ s

/-- The electron charge `Q(r)` enclosed in the sphere of radius `r ≥ 0`. -/
def enclosedCharge (ρ : ℝ → ℝ) (r : ℝ) : ℝ := ∫ s in (0 : ℝ)..r, ρ s

/-- The potential produced at radius `r > 0` by the shells outside `r`. -/
def outerPotential (ρ : ℝ → ℝ) (r : ℝ) : ℝ := ∫ s in Ioi r, ρ s / s

/-- The potential energy of an electron at radius `r > 0` in the field of a nucleus of
charge `Z` and the electron cloud, in atomic units. -/
def potential (Z : ℝ) (ρ : ℝ → ℝ) (r : ℝ) : ℝ :=
  -Z / r + enclosedCharge ρ r / r + outerPotential ρ r

/-- The integral of `r⁻³` over `r > 0`, weighted with the orbital density. -/
def invCube (w : ℝ → ℝ) : ℝ := ∫ r in Ioi 0, w r / r ^ 3

/-- The integral of the spin-orbit field `V'(r)/r` over `r > 0`, weighted with the
orbital density. -/
def spinOrbitAverage (Z : ℝ) (ρ w : ℝ → ℝ) : ℝ :=
  ∫ r in Ioi 0, w r * (deriv (potential Z ρ) r / r)
```

The one-electron spin-orbit operator is proportional to $(V'/r)\,\mathbf l\cdot\mathbf s$. In this spherical, direct-only mean field, the bounds therefore confine the effective charge $A/I$ to the interval from $Z-N$ to $Z$ whenever $I>0$. Exchange and spin-other-orbit terms are absent, and the cloud is given, not determined self-consistently. $Z$ may be any real number.

## A finite number of electrons

Integrability of $\rho$ says that the cloud holds a finite charge. By hand it is used to split an integral at a radius:

$$Q(r)+\int_r^\infty\rho\,ds=N .$$

The same splitting, applied to $\rho(s)/s$ from a starting point $a>0$, gives $U(x)=U(a)-\int_a^x\rho(s)/s\,ds$ for $x\ge a$. The lemma `shell_add_tail` states it for any function integrable beyond $a$.

```lean
variable {ρ w : ℝ → ℝ} {r : ℝ}

/-- The integral beyond `a` of a function integrable there splits at any `b ≥ a` into a shell and a
tail. -/
theorem shell_add_tail {f : ℝ → ℝ} {a b : ℝ} (hf : IntegrableOn f (Ioi a)) (hab : a ≤ b) :
    (∫ s in a..b, f s) + ∫ s in Ioi b, f s = ∫ s in Ioi a, f s := by
  rw [intervalIntegral.integral_of_le hab,
    ← setIntegral_union (Ioc_disjoint_Ioi le_rfl) measurableSet_Ioi
      (hf.mono_set Ioc_subset_Ioi_self) (hf.mono_set (Ioi_subset_Ioi hab)),
    Ioc_union_Ioi_eq_Ioi hab]
```

Without integrability the potential itself can be lost: for $\rho=1$ the integral defining $U(r)$ diverges logarithmically.

## A cloud of one sign

The condition $\rho\ge0$ says that the cloud contains only electrons. Both terms in the splitting of $N$ are then nonnegative, so $0\le Q(r)\le N$. The proof follows the same two observations, with `setIntegral_nonneg` applied once to the tail and once to the enclosed part.

```lean
/-- At every radius `r > 0` the enclosed charge of an electron cloud lies between zero and its total
charge. -/
theorem enclosedCharge_bounds (h : IsElectronCloud ρ) (hr : 0 < r) :
    0 ≤ enclosedCharge ρ r ∧ enclosedCharge ρ r ≤ totalCharge ρ := by
  have hsplit : enclosedCharge ρ r + ∫ s in Ioi r, ρ s = totalCharge ρ :=
    shell_add_tail h.integrable hr.le
  have htail : 0 ≤ ∫ s in Ioi r, ρ s :=
    setIntegral_nonneg measurableSet_Ioi fun s hs => h.nonneg s (hr.trans (mem_Ioi.1 hs))
  refine ⟨?_, by linarith⟩
  unfold enclosedCharge
  rw [intervalIntegral.integral_of_le hr.le]
  exact setIntegral_nonneg measurableSet_Ioc fun s hs => h.nonneg s hs.1
```

If the sign condition is dropped, the bounds fail. Take $\rho=-e^{-r}$, which is continuous and integrable with $N=-1$, and $w=r^4e^{-r}$. Then $I=\int_0^\infty re^{-r}dr=1$ and $Q=-(1-e^{-r})$. The derivative formula below still holds, and

$$A=\int_0^\infty(Z+1-e^{-r})\,re^{-r}\,dr=Z+1-\tfrac14=Z+\tfrac34 .$$

This exceeds the supposed upper bound $Z$ and lies below the supposed lower bound $Z+1$.

## A continuous density

Continuity means that the cloud has no sharp edges. It enters by hand through the fundamental theorem of calculus, which gives $Q'(r)=\rho(r)$.

```lean
/-- The enclosed charge of an electron cloud grows at the rate given by its radial density, at every
`r > 0`. -/
theorem hasDerivAt_enclosedCharge (h : IsElectronCloud ρ) (hr : 0 < r) :
    HasDerivAt (enclosedCharge ρ) (ρ r) r := by
  have hi : IntervalIntegrable ρ volume 0 r :=
    (intervalIntegrable_iff_integrableOn_Ioc_of_le hr.le).2
      (h.integrable.mono_set Ioc_subset_Ioi_self)
  exact intervalIntegral.integral_hasDerivAt_right hi
    (h.cont.stronglyMeasurableAtFilter isOpen_Ioi r hr) (h.cont.continuousAt (Ioi_mem_nhds hr))
```

For the outer shells, fix $r$ and take $a=r/2$. Differentiating $U(x)=U(a)-\int_a^x\rho(s)/s\,ds$ at $x=r$ gives $U'(r)=-\rho(r)/r$. The integral beyond $a$ converges because $\rho(s)/s\le\rho(s)/a$ there. In the proof, `hint` is this comparison, `hd` is the fundamental theorem, and the last lines identify $U$ with the split expression near $r$.

```lean
/-- The potential of the outer shells of an electron cloud has derivative `-ρ(r)/r` at every
`r > 0`. -/
theorem hasDerivAt_outerPotential (h : IsElectronCloud ρ) (hr : 0 < r) :
    HasDerivAt (outerPotential ρ) (-(ρ r / r)) r := by
  have ha : 0 < r / 2 := half_pos hr
  have har : r / 2 < r := half_lt_self hr
  have hsub : Ioi (r / 2) ⊆ Ioi (0 : ℝ) := Ioi_subset_Ioi ha.le
  have hc : ContinuousOn (fun s => ρ s / s) (Ioi 0) :=
    h.cont.div continuousOn_id fun s hs => (mem_Ioi.1 hs).ne'
  -- beyond r/2 the integrand is dominated by ρ(s)/(r/2)
  have hint : IntegrableOn (fun s => ρ s / s) (Ioi (r / 2)) := by
    refine Integrable.mono' ((h.integrable.mono_set hsub).div_const (r / 2))
      ((hc.mono hsub).aestronglyMeasurable measurableSet_Ioi) ?_
    refine ae_restrict_of_forall_mem measurableSet_Ioi fun s hs => ?_
    have hs' : r / 2 < s := hs
    have h0 := h.nonneg s (ha.trans hs')
    show ‖ρ s / s‖ ≤ ρ s / (r / 2)
    rw [Real.norm_of_nonneg (div_nonneg h0 (ha.trans hs').le)]
    exact div_le_div_of_nonneg_left h0 ha hs'.le
  have hi : IntervalIntegrable (fun s => ρ s / s) volume (r / 2) r :=
    (intervalIntegrable_iff_integrableOn_Ioc_of_le har.le).2
      (hint.mono_set Ioc_subset_Ioi_self)
  have hd : HasDerivAt (fun x => ∫ s in (r / 2)..x, ρ s / s) (ρ r / r) r :=
    intervalIntegral.integral_hasDerivAt_right hi
      (hc.stronglyMeasurableAtFilter isOpen_Ioi r hr) (hc.continuousAt (Ioi_mem_nhds hr))
  refine (hd.const_sub (outerPotential ρ (r / 2))).congr_of_eventuallyEq ?_
  filter_upwards [Ioi_mem_nhds har] with x hx
  have hsplit := shell_add_tail hint (mem_Ioi.1 hx).le
  unfold outerPotential
  linarith
```

Differentiating all three terms of $V$ now gives

$$V'=\frac{Z}{r^2}+\frac{\rho}{r}-\frac{Q}{r^2}-\frac{\rho}{r}=\frac{Z-Q}{r^2},
\qquad \frac{V'}{r}=\frac{Z-Q(r)}{r^3}.$$

The local density cancels, and only the enclosed charge screens the nucleus. What the next docstring calls the unscreened charge is the remainder $Z-Q(r)$, not the bare charge $Z$. In the code, `h1` and `h2` are the quotient rules for the first two terms, and `hV` combines them with the derivative of $U$.

```lean
/-- For a nucleus and an electron cloud, the spin-orbit field at `r > 0` is that of the unscreened
charge: `V'(r)/r = (Z - Q(r))/r³`. -/
theorem spinOrbitField_eq (Z : ℝ) (h : IsElectronCloud ρ) (hr : 0 < r) :
    deriv (potential Z ρ) r / r = (Z - enclosedCharge ρ r) / r ^ 3 := by
  have h1 := (hasDerivAt_const r (-Z)).fun_div (hasDerivAt_id' r) hr.ne'
  have h2 := (hasDerivAt_enclosedCharge h hr).fun_div (hasDerivAt_id' r) hr.ne'
  have hV : HasDerivAt (potential Z ρ) ((Z - enclosedCharge ρ r) / r ^ 2) r := by
    refine ((h1.fun_add h2).fun_add (hasDerivAt_outerPotential h hr)).congr_deriv ?_
    -- the two terms containing the local density cancel
    have e : ρ r / r = ρ r * r / r ^ 2 := by field_simp
    rw [e]
    ring
  rw [hV.deriv, div_div, ← pow_succ]
```

At a jump of $\rho$, neither $Q$ nor $U$ is differentiable, but their one-sided density terms still cancel in $V'$. Continuity thus serves this derivation more than the physics, although the theorems do assume it.

## A finite inverse-cube integral

The condition that $w/r^3$ be integrable restricts the orbital near the nucleus. Hydrogen-like orbitals with $l\ge1$ have $w\sim r^{2l+2}$ at the origin and satisfy it. An s orbital that is nonzero at the nucleus has $w\sim r^2$ and does not, but for s orbitals $\mathbf l\cdot\mathbf s$ vanishes anyway.

By hand, the condition makes $A$ converge, since $0\le Q\le N$ gives

$$\left|w\,\frac{V'}{r}\right|=|Z-Q|\,\frac{|w|}{r^3}\le(|Z|+N)\frac{|w|}{r^3}.$$

The proof uses this same dominating function. The continuity of $Q$, which follows from its differentiability, supplies measurability.

```lean
/-- The spin-orbit field of a nucleus and an electron cloud is integrable over `r > 0` against every
orbital density `w` for which `w/r³` is integrable. -/
theorem integrable_spinOrbit (Z : ℝ) (h : IsElectronCloud ρ) (hw : IsOrbitalDensity w) :
    IntegrableOn (fun r => w r * (deriv (potential Z ρ) r / r)) (Ioi 0) := by
  have hQ : ContinuousOn (enclosedCharge ρ) (Ioi 0) := fun r hr =>
    (hasDerivAt_enclosedCharge h hr).continuousAt.continuousWithinAt
  have key : IntegrableOn (fun r => (Z - enclosedCharge ρ r) * (w r / r ^ 3)) (Ioi 0) := by
    refine Integrable.mono' (hw.finite.norm.const_mul (|Z| + totalCharge ρ))
      (((continuousOn_const.sub hQ).aestronglyMeasurable measurableSet_Ioi).mul
        hw.finite.1) ?_
    refine ae_restrict_of_forall_mem measurableSet_Ioi fun r hr => ?_
    obtain ⟨h0, hN⟩ := enclosedCharge_bounds h hr
    rw [norm_mul]
    refine mul_le_mul_of_nonneg_right ?_ (norm_nonneg _)
    rw [Real.norm_eq_abs, abs_le]
    constructor <;> linarith [neg_abs_le Z, le_abs_self Z]
  refine key.congr_fun (fun r hr => ?_) measurableSet_Ioi
  show (Z - enclosedCharge ρ r) * (w r / r ^ 3) = w r * (deriv (potential Z ρ) r / r)
  rw [spinOrbitField_eq Z h hr]
  ring
```

Without the condition, $w=r^2e^{-r}$ gives an integrand that behaves like $Z/r$ near the origin, and $A$ diverges for $Z\ne0$.

## A nonnegative orbital density

A probability density satisfies $w\ge0$. This is what allows a bound on the charge to be multiplied by $w/r^3$ without reversing it. Suppose that $q_1\le Q(r)\le q_2$ wherever $w(r)\ne0$. Then

$$(Z-q_2)\frac{w}{r^3}\le w\,\frac{V'}{r}\le(Z-q_1)\frac{w}{r^3}$$

at every $r>0$, because all three expressions vanish where $w=0$. Integration gives $(Z-q_2)I\le A\le(Z-q_1)I$. The range of $Q$ thus matters only where the orbital has density, and an orbital confined to a shell gets tighter bounds if part of the cloud's charge lies outside that shell.

In the proof, `pt` is the pointwise inequality, with the case $w(r)=0$ treated separately, and `setIntegral_mono_on` integrates each side.

```lean
/-- If the enclosed charge of an electron cloud stays between `q₁` and `q₂` wherever the orbital
density `w` is nonzero, the spin-orbit integral lies between `(Z - q₂) * invCube w` and
`(Z - q₁) * invCube w`. -/
theorem spinOrbitAverage_local_bounds (Z : ℝ) {q₁ q₂ : ℝ} (h : IsElectronCloud ρ)
    (hw : IsOrbitalDensity w)
    (hq : ∀ r, 0 < r → w r ≠ 0 → q₁ ≤ enclosedCharge ρ r ∧ enclosedCharge ρ r ≤ q₂) :
    (Z - q₂) * invCube w ≤ spinOrbitAverage Z ρ w ∧
      spinOrbitAverage Z ρ w ≤ (Z - q₁) * invCube w := by
  have pt : ∀ r ∈ Ioi (0 : ℝ),
      (Z - q₂) * (w r / r ^ 3) ≤ w r * (deriv (potential Z ρ) r / r) ∧
      w r * (deriv (potential Z ρ) r / r) ≤ (Z - q₁) * (w r / r ^ 3) := by
    intro r hr
    by_cases hz : w r = 0
    · simp [hz]
    obtain ⟨ha, hb⟩ := hq r hr hz
    have hp : 0 ≤ w r / r ^ 3 := div_nonneg (hw.nonneg r hr) (pow_pos (mem_Ioi.1 hr) 3).le
    have e : w r * (deriv (potential Z ρ) r / r)
        = (Z - enclosedCharge ρ r) * (w r / r ^ 3) := by
      rw [spinOrbitField_eq Z h hr]
      ring
    rw [e]
    exact ⟨mul_le_mul_of_nonneg_right (by linarith) hp,
      mul_le_mul_of_nonneg_right (by linarith) hp⟩
  have hI := integrable_spinOrbit Z h hw
  have hl := setIntegral_mono_on (hw.finite.const_mul (Z - q₂)) hI measurableSet_Ioi
    fun r hr => (pt r hr).1
  have hu := setIntegral_mono_on hI (hw.finite.const_mul (Z - q₁)) measurableSet_Ioi
    fun r hr => (pt r hr).2
  rw [integral_const_mul] at hl hu
  exact ⟨hl, hu⟩
```

Taking $q_1=0$ and $q_2=N$, which every cloud allows, gives the main result.

```lean
/-- The spin-orbit integral in a nucleus-plus-cloud field lies between the fully screened value
`(Z - totalCharge ρ) * invCube w` and the bare nuclear value `Z * invCube w`. -/
theorem spinOrbitAverage_bounds (Z : ℝ) (h : IsElectronCloud ρ) (hw : IsOrbitalDensity w) :
    (Z - totalCharge ρ) * invCube w ≤ spinOrbitAverage Z ρ w ∧
      spinOrbitAverage Z ρ w ≤ Z * invCube w := by
  have hb := spinOrbitAverage_local_bounds Z h hw fun r hr _ => enclosedCharge_bounds h hr
  rwa [sub_zero] at hb
```

If $w$ is replaced by $-w$, both $A$ and $I$ change sign and the inequalities reverse, so they fail whenever they were strict.

## Orbitals separated from the cloud

The last two theorems each add a hypothesis on where the densities live, and one of the two bounds becomes an equality.

In the first, the cloud lies within a radius $R$ and the orbital has no density up to $R$, like an idealised outer electron that does not penetrate the core. Wherever $w\ne0$ the tail of the cloud is zero, so $Q=N$. Setting $q_1=q_2=N$ in the local bounds gives $A=(Z-N)I$, and the proof closes with `le_antisymm`.

```lean
/-- The lower bound is attained when the cloud lies within a radius `R` and the orbital
density vanishes up to `R`. -/
theorem spinOrbitAverage_outside_cloud (Z R : ℝ) (h : IsElectronCloud ρ)
    (hw : IsOrbitalDensity w) (hρR : ∀ s, R < s → ρ s = 0)
    (hwR : ∀ r, 0 < r → r ≤ R → w r = 0) :
    spinOrbitAverage Z ρ w = (Z - totalCharge ρ) * invCube w := by
  have hq : ∀ r, 0 < r → w r ≠ 0 →
      totalCharge ρ ≤ enclosedCharge ρ r ∧ enclosedCharge ρ r ≤ totalCharge ρ := by
    intro r hr hne
    have hRr : R < r := lt_of_not_ge fun hle => hne (hwR r hr hle)
    have hsplit : enclosedCharge ρ r + ∫ s in Ioi r, ρ s = totalCharge ρ :=
      shell_add_tail h.integrable hr.le
    have htail : ∫ s in Ioi r, ρ s = 0 :=
      setIntegral_eq_zero_of_forall_eq_zero fun s hs => hρR s (hRr.trans (mem_Ioi.1 hs))
    constructor <;> linarith
  have hb := spinOrbitAverage_local_bounds Z h hw hq
  exact le_antisymm hb.2 hb.1
```

In the second, the cloud is hollow up to $R$ and the orbital has no density beyond $R$. Then $Q=0$ wherever $w\ne0$, and $q_1=q_2=0$ gives $A=ZI$.

```lean
/-- The upper bound is attained when the cloud is hollow up to a radius `R` and the orbital
density vanishes beyond `R`. -/
theorem spinOrbitAverage_inside_cloud (Z R : ℝ) (h : IsElectronCloud ρ)
    (hw : IsOrbitalDensity w) (hρR : ∀ s, 0 < s → s ≤ R → ρ s = 0)
    (hwR : ∀ r, R < r → w r = 0) :
    spinOrbitAverage Z ρ w = Z * invCube w := by
  have hq : ∀ r, 0 < r → w r ≠ 0 →
      0 ≤ enclosedCharge ρ r ∧ enclosedCharge ρ r ≤ 0 := by
    intro r hr hne
    have hrR : r ≤ R := le_of_not_gt fun hlt => hne (hwR r hlt)
    have h0 : enclosedCharge ρ r = 0 := by
      unfold enclosedCharge
      rw [intervalIntegral.integral_of_le hr.le]
      exact setIntegral_eq_zero_of_forall_eq_zero fun s hs => hρR s hs.1 (hs.2.trans hrR)
    exact ⟨h0.ge, h0.le⟩
  have hb := spinOrbitAverage_local_bounds Z h hw hq
  rw [sub_zero] at hb
  exact le_antisymm hb.2 hb.1

end

end SpinOrbitMeanField
```

When the densities overlap, equality can be lost on both sides. For $\rho=e^{-r}$ and $w=r^4e^{-r}$ one has $N=I=1$ and $A=Z-\tfrac34$, strictly between $Z-1$ and $Z$.

```lean
#print axioms SpinOrbitMeanField.spinOrbitAverage_bounds
-- 'SpinOrbitMeanField.spinOrbitAverage_bounds' depends on axioms: [propext, Classical.choice, Quot.sound]
#print axioms SpinOrbitMeanField.spinOrbitAverage_outside_cloud
-- 'SpinOrbitMeanField.spinOrbitAverage_outside_cloud' depends on axioms: [propext, Classical.choice, Quot.sound]
#print axioms SpinOrbitMeanField.spinOrbitAverage_inside_cloud
-- 'SpinOrbitMeanField.spinOrbitAverage_inside_cloud' depends on axioms: [propext, Classical.choice, Quot.sound]
```
